# In a Non-Interacting Conductor with Two Leads, Transmission Is the Same Both Ways, Even in a Magnetic Field

When you compute the transmission of a non-interacting conductor with two leads, one trace per energy serves both directions, even in a magnetic field. This holds for a finite Hermitian Hamiltonian with Hermitian broadening matrices, at any energy where the Green function exists.

```lean
import Mathlib

open Matrix

namespace TwoTerminalTransmission

noncomputable section

variable {n ι : Type*} [Fintype n] [DecidableEq n] [Fintype ι]

/-- The matrix `E - H + (i/2) ∑ Γ k` of a conductor with Hamiltonian `H` at energy `E`,
coupled to leads with broadening matrices `Γ k`. -/
def inverseGreen (H : Matrix n n ℂ) (Γ : ι → Matrix n n ℂ) (E : ℝ) : Matrix n n ℂ :=
  (E : ℂ) • (1 : Matrix n n ℂ) - H + (Complex.I / 2) • ∑ k, Γ k

/-- The transmission `tr (Γ i R Γ j R*)` between leads `i` and `j` for a Green function `R`. -/
def transmission (Γ : ι → Matrix n n ℂ) (R : Matrix n n ℂ) (i j : ι) : ℂ :=
  trace (Γ i * R * Γ j * Rᴴ)

omit [Fintype n] in
/-- For a Hermitian Hamiltonian and Hermitian broadenings, the total broadening is `i (M* - M)`,
where `M` is the inverse Green function. -/
theorem broadening_eq {H : Matrix n n ℂ} {Γ : ι → Matrix n n ℂ} (E : ℝ)
    (hH : H.IsHermitian) (hΓ : ∀ k, (Γ k).IsHermitian) :
    ∑ k, Γ k = Complex.I • ((inverseGreen H Γ E)ᴴ - inverseGreen H Γ E) := by
  have hS : (∑ k, Γ k)ᴴ = ∑ k, Γ k := by
    rw [Matrix.conjTranspose_sum]
    exact Finset.sum_congr rfl fun k _ => (hΓ k).eq
  have hE : star (E : ℂ) = E := Complex.conj_ofReal E
  have hI : star (Complex.I / 2) = -(Complex.I / 2) := by
    apply Complex.ext <;> simp
    norm_num
  -- only the broadening term changes sign under the adjoint
  have hM : (inverseGreen H Γ E)ᴴ = inverseGreen H Γ E - Complex.I • ∑ k, Γ k := by
    rw [inverseGreen, conjTranspose_add, conjTranspose_sub, conjTranspose_smul,
      conjTranspose_smul, conjTranspose_one, hH.eq, hS, hE, hI]
    module
  rw [hM, sub_sub_cancel_left, smul_neg, smul_smul, Complex.I_mul_I, neg_smul, one_smul,
    neg_neg]

/-- For a Hermitian Hamiltonian and Hermitian broadenings, the spectral function `i (R - R*)`
of the Green function `R` equals both `R (∑ Γ) R*` and `R* (∑ Γ) R`. -/
theorem spectral_identity {H R : Matrix n n ℂ} {Γ : ι → Matrix n n ℂ} {E : ℝ}
    (hH : H.IsHermitian) (hΓ : ∀ k, (Γ k).IsHermitian) (hR : inverseGreen H Γ E * R = 1) :
    Complex.I • (R - Rᴴ) = R * (∑ k, Γ k) * Rᴴ ∧
      Complex.I • (R - Rᴴ) = Rᴴ * (∑ k, Γ k) * R := by
  have hR' : R * inverseGreen H Γ E = 1 := mul_eq_one_comm.mp hR
  have hA : (inverseGreen H Γ E)ᴴ * Rᴴ = 1 := by
    rw [← conjTranspose_mul, hR', conjTranspose_one]
  have hA' : Rᴴ * (inverseGreen H Γ E)ᴴ = 1 := mul_eq_one_comm.mp hA
  constructor
  · rw [broadening_eq E hH hΓ, Matrix.mul_smul, Matrix.smul_mul, Matrix.mul_sub,
      Matrix.sub_mul, hR', Matrix.mul_assoc, hA, Matrix.one_mul, Matrix.mul_one]
  · rw [broadening_eq E hH hΓ, Matrix.mul_smul, Matrix.smul_mul, Matrix.mul_sub,
      Matrix.sub_mul, hA', Matrix.mul_assoc, hR, Matrix.one_mul, Matrix.mul_one]

/-- For a Hermitian Hamiltonian and any finite number of leads with Hermitian broadenings,
the transmissions `T i j` and `T j i` have the same sum over `j`. -/
theorem transmission_sum_rule {H R : Matrix n n ℂ} {Γ : ι → Matrix n n ℂ} {E : ℝ}
    (hH : H.IsHermitian) (hΓ : ∀ k, (Γ k).IsHermitian) (hR : inverseGreen H Γ E * R = 1)
    (i : ι) : ∑ j, transmission Γ R i j = ∑ j, transmission Γ R j i := by
  obtain ⟨h1, h2⟩ := spectral_identity hH hΓ hR
  calc ∑ j, transmission Γ R i j = trace (Γ i * (R * (∑ k, Γ k) * Rᴴ)) := by
        simp only [transmission, Finset.mul_sum, Finset.sum_mul, Matrix.trace_sum,
          Matrix.mul_assoc]
    -- exchange the two forms of the spectral function
    _ = trace (Γ i * (Rᴴ * (∑ k, Γ k) * R)) := by rw [← h1, h2]
    _ = trace ((∑ k, Γ k) * R * Γ i * Rᴴ) := by
        have h := Matrix.trace_mul_comm (Γ i * Rᴴ) ((∑ k, Γ k) * R)
        simpa only [Matrix.mul_assoc] using h
    _ = ∑ j, transmission Γ R j i := by
        simp only [transmission, Finset.sum_mul, Matrix.trace_sum]

/-- Two-terminal transmission symmetry: for a Hermitian, possibly complex, Hamiltonian and two
leads with Hermitian broadenings, the transmission is the same in both directions. -/
theorem two_terminal_symmetry {H R : Matrix n n ℂ} {Γ : Fin 2 → Matrix n n ℂ} {E : ℝ}
    (hH : H.IsHermitian) (hΓ : ∀ k, (Γ k).IsHermitian) (hR : inverseGreen H Γ E * R = 1) :
    transmission Γ R 0 1 = transmission Γ R 1 0 := by
  have h := transmission_sum_rule hH hΓ hR 0
  simp only [Fin.sum_univ_two] at h
  exact add_left_cancel h

/-- Reciprocity: transposing the Hamiltonian and all broadenings exchanges the two leads in every
transmission. -/
theorem reciprocity {H R R' : Matrix n n ℂ} {Γ : ι → Matrix n n ℂ} {E : ℝ}
    (hR : inverseGreen H Γ E * R = 1)
    (hR' : inverseGreen Hᵀ (fun k => (Γ k)ᵀ) E * R' = 1) (i j : ι) :
    transmission (fun k => (Γ k)ᵀ) R' i j = transmission Γ R j i := by
  have hM : inverseGreen Hᵀ (fun k => (Γ k)ᵀ) E = (inverseGreen H Γ E)ᵀ := by
    simp [inverseGreen, Matrix.transpose_sum]
  -- the reversed Green function is the transpose of the original one
  have hT : Rᵀ * inverseGreen Hᵀ (fun k => (Γ k)ᵀ) E = 1 := by
    rw [hM, ← transpose_mul, hR, transpose_one]
  have e : Rᵀ = R' := left_inv_eq_right_inv hT hR'
  subst e
  have e2 : (Rᵀ)ᴴ = (Rᴴ)ᵀ := rfl
  simp only [transmission]
  rw [e2, ← Matrix.trace_transpose (Γ j * R * Γ i * Rᴴ)]
  simp only [transpose_mul]
  rw [Matrix.trace_mul_comm (Rᴴ)ᵀ]
  simp only [Matrix.mul_assoc]

/-- For a Hermitian Hamiltonian and two leads with Hermitian broadenings, the transmission is
unchanged when the Hamiltonian and the broadenings are transposed. -/
theorem two_terminal_even_in_field {H R R' : Matrix n n ℂ} {Γ : Fin 2 → Matrix n n ℂ} {E : ℝ}
    (hH : H.IsHermitian) (hΓ : ∀ k, (Γ k).IsHermitian) (hR : inverseGreen H Γ E * R = 1)
    (hR' : inverseGreen Hᵀ (fun k => (Γ k)ᵀ) E * R' = 1) :
    transmission (fun k => (Γ k)ᵀ) R' 0 1 = transmission Γ R 0 1 := by
  rw [reciprocity hR hR', two_terminal_symmetry hH hΓ hR]

/-- A three-site ring threaded by a magnetic flux, with hopping amplitudes `i` and `-i`. -/
def fluxRing : Matrix (Fin 3) (Fin 3) ℂ :=
  Complex.I • !![0, 1, -1; -1, 0, 1; 1, -1, 0]

/-- The broadening matrix of a lead attached to site `k` of the ring, with strength 2. -/
def siteLead (k : Fin 3) : Matrix (Fin 3) (Fin 3) ℂ :=
  Matrix.diagonal fun i => if i = k then 2 else 0

/-- The Hamiltonian of the flux ring is Hermitian. -/
theorem fluxRing_isHermitian : fluxRing.IsHermitian := by
  ext i j
  fin_cases i <;> fin_cases j <;> simp [fluxRing]

/-- The broadening matrix of a lead on one site is Hermitian. -/
theorem siteLead_isHermitian (k : Fin 3) : (siteLead k).IsHermitian := by
  ext i j
  fin_cases k <;> fin_cases i <;> fin_cases j <;> simp [siteLead]

/-- The flux ring with leads on sites 0 and 1 has the stated Green function at zero energy,
and its transmission is 1 in both directions. -/
theorem two_terminal_witness :
    let Γ : Fin 2 → Matrix (Fin 3) (Fin 3) ℂ := ![siteLead 0, siteLead 1]
    let R : Matrix (Fin 3) (Fin 3) ℂ := (-(Complex.I / 2)) • !![1, 1, 0; 1, 1, 2; 2, 0, 2]
    inverseGreen fluxRing Γ 0 * R = 1 ∧
      transmission Γ R 0 1 = 1 ∧ transmission Γ R 1 0 = 1 := by
  intro Γ R
  refine ⟨?_, ?_, ?_⟩
  · ext i j
    fin_cases i <;> fin_cases j <;>
      simp [Γ, R, inverseGreen, fluxRing, siteLead, Matrix.mul_apply, Fin.sum_univ_succ,
        Matrix.diagonal_apply, Complex.ext_iff] <;> norm_num
  all_goals
    simp [Γ, R, transmission, siteLead, Matrix.trace, Matrix.mul_apply,
      Matrix.diagonal_apply, Complex.ext_iff]
    norm_num [Complex.div_re, Complex.div_im, Complex.normSq_apply]

/-- With leads on all three sites of the flux ring, the transmission at zero energy is 1 between
leads 0 and 1 in one direction and 0 in the other. -/
theorem three_terminal_circulator :
    let R : Matrix (Fin 3) (Fin 3) ℂ := (-(Complex.I / 2)) • !![1, 1, 0; 0, 1, 1; 1, 0, 1]
    inverseGreen fluxRing siteLead 0 * R = 1 ∧
      transmission siteLead R 0 1 = 1 ∧ transmission siteLead R 1 0 = 0 := by
  intro R
  refine ⟨?_, ?_, ?_⟩
  · ext i j
    fin_cases i <;> fin_cases j <;>
      simp [R, inverseGreen, fluxRing, siteLead, Matrix.mul_apply, Fin.sum_univ_succ,
        Matrix.diagonal_apply, Complex.ext_iff] <;> norm_num
  all_goals
    simp [R, transmission, siteLead, Matrix.trace, Matrix.mul_apply,
      Matrix.diagonal_apply, Complex.ext_iff] <;>
    norm_num [Complex.div_re, Complex.div_im, Complex.normSq_apply]

end

end TwoTerminalTransmission
```

```lean
#print axioms TwoTerminalTransmission.two_terminal_even_in_field
#print axioms TwoTerminalTransmission.fluxRing_isHermitian
#print axioms TwoTerminalTransmission.siteLead_isHermitian
#print axioms TwoTerminalTransmission.three_terminal_circulator
```

```
'TwoTerminalTransmission.two_terminal_even_in_field' depends on axioms: [propext, Classical.choice, Quot.sound]
'TwoTerminalTransmission.fluxRing_isHermitian' depends on axioms: [propext, Classical.choice, Quot.sound]
'TwoTerminalTransmission.siteLead_isHermitian' depends on axioms: [propext, Classical.choice, Quot.sound]
'TwoTerminalTransmission.three_terminal_circulator' depends on axioms: [propext, Classical.choice, Quot.sound]
```

## Two directions through one device

A magnetic field bends electron paths, and an electron sent back does not retrace its route. A conductor might therefore be expected to transmit better one way than the other. With exactly two leads it does not, and `two_terminal_symmetry` states this as T_01 = T_10.

The conductor has finitely many orthonormal orbitals, indexed by `n`. Its Hamiltonian H may be complex, which is how the field enters. Lead k is represented by a broadening matrix Γ_k, which describes escape into the lead. If the broadening does not depend on energy, its expectation value in a state, divided by ħ, is the rate at which an electron in that state escapes. Write S = Σ_k Γ_k and let * denote the adjoint, `ᴴ` in Lean. At real energy E, `inverseGreen` is

M = E − H + (i/2) S.

Any Hermitian level shift caused by the leads is taken to be part of H. The shift and the broadenings may depend on energy; the theorems use their values at the one energy E. The matrix R, usually written Gʳ, is the retarded Green function. It enters through the hypothesis M R = 1, which fails, for example, if H has a state at energy E that no lead touches. The transmission is

T_ij = tr(Γ_i R Γ_j R*),

which for i ≠ j describes electrons going from lead j to lead i. The diagonal term T_ii is not a reflection probability; it appears only in the sums below. Leads are numbered from 0.

The theorems concern this trace. Reading it as a conductance requires the Landauer formula for coherent, non-interacting electrons, which is assumed here. In that setting the result applies to tight-binding and Kohn–Sham transport calculations, with the same H used for both directions. Reversing a finite bias can change a self-consistent H, and the transmission may then change too. In a non-orthogonal basis with overlap matrix O, use H + E(1 − O) in place of H; it is still Hermitian.

## From the broadening to the sum rule

Since H and S are Hermitian, taking the adjoint of M changes only the sign of the broadening term:

M* = E − H − (i/2) S, so S = i(M* − M).

This is `broadening_eq`. For finite square matrices, M R = 1 also gives R M = 1 (`mul_eq_one_comm`), and the adjoints give M* R* = R* M* = 1. Hence

R S R* = i(R M* R* − R M R*) = i(R − R*),

R* S R = i(R* M* R − R* M R) = i(R − R*).

These are the two halves of `spectral_identity`; the common value is the spectral function. The rewrites in Lean expand the products and cancel the inverses in the same way.

Now fix a lead i and sum over j. Exchanging the two forms of the spectral function and then using cyclicity of the trace gives

Σ_j T_ij = tr(Γ_i R S R*) = tr(Γ_i R* S R) = tr(S R Γ_i R*) = Σ_j T_ji.

The `calc` block of `transmission_sum_rule` follows this chain, for any finite number of leads. With two leads and i = 0 it reads

T_00 + T_01 = T_00 + T_10,

and `add_left_cancel` removes T_00.

## Reversing the field

For spinless electrons in a real orbital basis, reversing the field transposes H and every Γ_k. The inverse Green function becomes Mᵀ, and transposing M R = 1 gives Rᵀ Mᵀ = 1, so the new Green function is R' = Rᵀ. In `reciprocity`, `left_inv_eq_right_inv` makes this identification. A trace is unchanged by transposition, so

T_ji = tr((Γ_j R Γ_i R*)ᵀ) = tr((R*)ᵀ Γ_iᵀ Rᵀ Γ_jᵀ) = tr(Γ_iᵀ Rᵀ Γ_jᵀ (Rᵀ)*) = T'_ij,

where T' is the transmission in the reversed field. This step does not use Hermiticity. For two leads, T'_01 = T_10 = T_01, so the transmission is even in the field (`two_terminal_even_in_field`).

## A ring with two leads, then three

`fluxRing` is a three-site ring with hoppings ±i. The product of the hoppings around it is not real, so no choice of orbital phases removes the flux. Each lead couples to one site with strength 2, and E = 0.

With leads on sites 0 and 1, `two_terminal_witness` gives T_01 = T_10 = 1. Adding a lead on site 2 gives T_01 = 1 and T_10 = 0 in `three_terminal_circulator`: electrons pass from lead 1 to lead 0 but not back. The sum rule still holds, but with three leads it no longer forces each pair to balance. Both proofs check the stated R entry by entry and then evaluate the traces.
